# Space group P222 has no systematically absent reflections

A reflection is systematically absent when the symmetry of the crystal makes its plane wave, summed over the images of a point, cancel wherever that point lies. The lemma says that this happens for no integer triple (h, k, l) in P222, whose operations modulo lattice translations are the identity and three twofold rotations. The sum is an unnormalised one of four terms, with no atomic scattering factors, and "absent" means that it is zero at every point of real fractional coordinates. The attempt supposes a reflection absent, evaluates the sum at the origin, where each wave equals 1, and asks a single `norm_num` call to find the contradiction 4 = 0.

As first written in Lean, the proof fails:

```lean
import Mathlib

open Complex

namespace CentringAbsences

noncomputable section

/-- Fractional coordinates of a point in the crystal. -/
abbrev Point := ℝ × ℝ × ℝ

/-- The plane wave `exp (2 π i (h x + k y + l z))` of the reflection `(h, k, l)`. -/
def wave (h k l : ℤ) (r : Point) : ℂ :=
  exp (2 * Real.pi * I * ((h * r.1 + k * r.2.1 + l * r.2.2 : ℝ) : ℂ))

/-- The four operations of P222 modulo lattice translations: identity and three twofold
rotations. -/
def P222 : Fin 4 → Point → Point :=
  ![fun r => (r.1, r.2.1, r.2.2),
    fun r => (-r.1, -r.2.1, r.2.2),
    fun r => (-r.1, r.2.1, -r.2.2),
    fun r => (r.1, -r.2.1, -r.2.2)]

/-- The sum of the plane wave over the images of a point under the listed operations. -/
def orbitSum {ι : Type} [Fintype ι] (G : ι → Point → Point) (h k l : ℤ) (r : Point) : ℂ :=
  ∑ g, wave h k l (G g r)

/-- A reflection is systematically absent when its orbit sum vanishes at every point. -/
def Absent {ι : Type} [Fintype ι] (G : ι → Point → Point) (h k l : ℤ) : Prop :=
  ∀ r, orbitSum G h k l r = 0

/-- No reflection is systematically absent for P222. -/
theorem not_absent_P222 (h k l : ℤ) : ¬ Absent P222 h k l := by
  intro H
  have h0 := H (0, 0, 0)
  norm_num [orbitSum, Fin.sum_univ_four, P222, wave] at h0

end

end CentringAbsences
```

Messages:

```
Main.lean:33:61: error: unsolved goals
h k l : ℤ
H : Absent P222 h k l
h0 :
  2 +
        cexp
          (2 * ↑Real.pi * I *
            (↑h *
                  ↑(Matrix.vecCons (0, 0, 0)
                        (fun i => Matrix.vecCons (0, 0, 0) (fun i => Matrix.vecCons (0, 0, 0) (fun i => (0, 0, 0)) i) i)
                        2).1 +
                ↑k *
                  ↑(Matrix.vecCons (0, 0, 0)
                          (fun i =>
                            Matrix.vecCons (0, 0, 0) (fun i => Matrix.vecCons (0, 0, 0) (fun i => (0, 0, 0)) i) i)
                          2).2.1 +
              ↑l *
                ↑(Matrix.vecCons (0, 0, 0)
                        (fun i => Matrix.vecCons (0, 0, 0) (fun i => Matrix.vecCons (0, 0, 0) (fun i => (0, 0, 0)) i) i)
                        2).2.2)) +
      cexp
        (2 * ↑Real.pi * I *
          (↑h *
                ↑(Matrix.vecCons (0, 0, 0)
                      (fun i => Matrix.vecCons (0, 0, 0) (fun i => Matrix.vecCons (0, 0, 0) (fun i => (0, 0, 0)) i) i)
                      3).1 +
              ↑k *
                ↑(Matrix.vecCons (0, 0, 0)
                        (fun i => Matrix.vecCons (0, 0, 0) (fun i => Matrix.vecCons (0, 0, 0) (fun i => (0, 0, 0)) i) i)
                        3).2.1 +
            ↑l *
              ↑(Matrix.vecCons (0, 0, 0)
                      (fun i => Matrix.vecCons (0, 0, 0) (fun i => Matrix.vecCons (0, 0, 0) (fun i => (0, 0, 0)) i) i)
                      3).2.2)) =
    0
⊢ False
```

The error `unsolved goals` shows `norm_num` stopping partway. Two of the four waves have become 1 and been added to give the `2`, but the other two still contain lookups at indices 2 and 3 of a vector. The point has been pushed inside that vector, so its entries are now all `(0, 0, 0)`, and its tails are wrapped as `fun i => Matrix.vecCons … i`. In this form the simplifier did not evaluate the two lookups, so it never reached 4 = 0 and `False` stayed open.

The repair takes the lookups away from the simplifier. The new fact `e` writes the orbit sum at the origin as four explicit waves: `Fin.sum_univ_four` expands the sum, and `rfl` checks the entries of `P222` by computation. The fact `w` says that the wave at the origin is 1. After `rw [e] at h0`, `neg_zero` removes the signs on the zeros and `w` turns every wave into 1. The last `norm_num` has only a false numerical equation to refute, which closes the goal. The added comment is mere tidying.

The change, after which it compiles:

```diff
@@ -33,6 +33,14 @@
 theorem not_absent_P222 (h k l : ℤ) : ¬ Absent P222 h k l := by
   intro H
+  have w : wave h k l (0, 0, 0) = 1 := by simp [wave]
+  -- at the origin all four waves equal 1
+  have e : orbitSum P222 h k l (0, 0, 0) = wave h k l (0, 0, 0) + wave h k l (-0, -0, 0)
+      + wave h k l (-0, 0, -0) + wave h k l (0, -0, -0) := by
+    rw [orbitSum, Fin.sum_univ_four]
+    rfl
   have h0 := H (0, 0, 0)
-  norm_num [orbitSum, Fin.sum_univ_four, P222, wave] at h0
+  rw [e] at h0
+  simp only [neg_zero, w] at h0
+  norm_num at h0
 
 end
```
